# Rotations of three-dimensional space are conjugate by a rotation exactly when their traces are equal

Turn a body about the z axis by an angle θ, and then consider the turn by −θ. The two matrices have the same trace, 1 + 2 cos θ. The half turn about x,

D = diag(1, −1, −1),

reverses the z axis, and with it the sense of the turn:

D R_z(θ) Dᵀ = R_z(−θ).

In the xy plane alone, diag(1, −1) would do the same, but its determinant is −1. The third dimension makes the exchange possible by a proper rotation.

For general rotations R and S of space, equal traces mean equal angles, when these are taken between 0 and π. What remains is to align the axes, with D at hand if the senses disagree.

In Lean 4 with Mathlib:

```lean
import Mathlib

open Matrix

namespace RotationConjugacy

noncomputable section
```

## Rotations, axes and half turns

A rotation is a real matrix with RᵀR = 1 and det R = 1. The definition `IsRotation` allows any dimension n, so it also serves for the plane later on. Reflections and improper rotations, which have determinant −1, are excluded.

```lean
/-- A rotation matrix: real, orthogonal and of determinant one. -/
def IsRotation {n : ℕ} (R : Matrix (Fin n) (Fin n) ℝ) : Prop :=
  Rᵀ * R = 1 ∧ R.det = 1
```

Matrices act on column vectors, and a positive angle takes x towards y. Indices run over 0, 1, 2, so component 2 is the z component. In the text, R_z(θ) is `rotZ θ` and e_z is the vector (0, 0, 1).

```lean
/-- The rotation by the angle `θ` about the z axis. -/
def rotZ (θ : ℝ) : Matrix (Fin 3) (Fin 3) ℝ :=
  !![Real.cos θ, -Real.sin θ, 0; Real.sin θ, Real.cos θ, 0; 0, 0, 1]
```

The half turn about the line through p ≠ 0 keeps the part of a vector along p and reverses the part perpendicular to it:

H = k p pᵀ − 1, k = 2/|p|².

```lean
/-- The half turn about the line spanned by a nonzero vector `p`. -/
def halfTurn (p : Fin 3 → ℝ) : Matrix (Fin 3) (Fin 3) ℝ :=
  (2 / (p ⬝ᵥ p)) • vecMulVec p p - 1
```

For a square matrix, RᵀR = 1 implies RRᵀ = 1, so the transpose of a rotation is again a rotation.

```lean
/-- The transpose of a rotation matrix is a rotation matrix. -/
theorem IsRotation.transpose {n : ℕ} {R : Matrix (Fin n) (Fin n) ℝ}
    (h : IsRotation R) : IsRotation Rᵀ :=
  ⟨by rw [transpose_transpose]; exact mul_eq_one_comm.mp h.1,
    by rw [det_transpose]; exact h.2⟩
```

For a product,

(AB)ᵀ(AB) = Bᵀ(AᵀA)B = BᵀB = 1,

and the determinants multiply to 1.

```lean
/-- Two rotations carried out in succession are a rotation. -/
theorem IsRotation.mul {n : ℕ} {A B : Matrix (Fin n) (Fin n) ℝ}
    (hA : IsRotation A) (hB : IsRotation B) : IsRotation (A * B) := by
  constructor
  · calc (A * B)ᵀ * (A * B) = Bᵀ * (Aᵀ * A) * B := by
          simp only [Matrix.transpose_mul, Matrix.mul_assoc]
      _ = 1 := by rw [hA.1, Matrix.mul_one, hB.1]
  · rw [det_mul, hA.2, hB.2, mul_one]
```

The half turn is symmetric, and p pᵀ p pᵀ = |p|² p pᵀ. Hence

HᵀH = 1 + k(k|p|² − 2) p pᵀ = 1,

det H = k|p|² − 1 = 1.

The code writes out the nine entries and uses k|p|² = 2 in both places.

```lean
/-- The half turn about any nonzero vector is a rotation. -/
theorem halfTurn_isRotation (p : Fin 3 → ℝ) (hp : p ≠ 0) :
    IsRotation (halfTurn p) := by
  have h0 : p ⬝ᵥ p ≠ 0 := fun h => hp (dotProduct_self_eq_zero.mp h)
  obtain ⟨k, hk⟩ : ∃ k, k = 2 / (p ⬝ᵥ p) := ⟨_, rfl⟩
  have hkp : k * (p 0 * p 0 + p 1 * p 1 + p 2 * p 2) = 2 := by
    have e : p ⬝ᵥ p = p 0 * p 0 + p 1 * p 1 + p 2 * p 2 := by
      simp only [dotProduct, Fin.sum_univ_three]
    rw [← e, hk]
    field_simp
  have hQ : halfTurn p = !![k * (p 0 * p 0) - 1, k * (p 0 * p 1), k * (p 0 * p 2);
      k * (p 1 * p 0), k * (p 1 * p 1) - 1, k * (p 1 * p 2);
      k * (p 2 * p 0), k * (p 2 * p 1), k * (p 2 * p 2) - 1] := by
    rw [halfTurn, ← hk]
    ext i j
    fin_cases i <;> fin_cases j <;> simp [vecMulVec_apply]
  constructor
  · -- the deviation from the identity carries the factor k |p|² - 2 = 0
    have key : (halfTurn p)ᵀ * halfTurn p = 1 +
        (k * (p 0 * p 0 + p 1 * p 1 + p 2 * p 2) - 2) • (k • vecMulVec p p) := by
      rw [hQ]
      ext i j
      fin_cases i <;> fin_cases j <;>
        simp [Matrix.mul_apply, Fin.sum_univ_three, vecMulVec_apply] <;> ring
    rw [key, hkp, sub_self, zero_smul, add_zero]
  · rw [hQ, det_fin_three]
    simp
    linear_combination hkp
```

## Carrying the z axis to a given direction

Let n be a unit vector with n₂ ≠ −1, and take p = n + e_z, which bisects the angle between n and e_z. Then |p|² = 2(n₂ + 1) and p·e_z = n₂ + 1, so

H e_z = (2(p·e_z)/|p|²) p − e_z = p − e_z = n.

If n₂ = −1, normalisation forces n = −e_z and the bisector vanishes. The half turn about x then does the job. The proof splits into these two cases.

```lean
/-- Some rotation carries the z axis to any prescribed unit vector. -/
theorem exists_rotation_to_direction (n : Fin 3 → ℝ) (hn : n ⬝ᵥ n = 1) :
    ∃ Q, IsRotation Q ∧ Q *ᵥ ![0, 0, 1] = n := by
  have h := hn
  simp only [dotProduct, Fin.sum_univ_three] at h
  by_cases hc : n 2 = -1
  · -- the direction -z is reached by a half turn about x
    rw [hc] at h
    have h0 : n 0 = 0 := mul_self_eq_zero.mp
      (by linarith [mul_self_nonneg (n 0), mul_self_nonneg (n 1)])
    have h1 : n 1 = 0 := mul_self_eq_zero.mp
      (by linarith [mul_self_nonneg (n 0), mul_self_nonneg (n 1)])
    refine ⟨halfTurn ![1, 0, 0], halfTurn_isRotation _ ?_, ?_⟩
    · intro h'
      have := congrFun h' 0
      simp at this
    · ext i
      fin_cases i <;> simp [halfTurn, mulVec, dotProduct, Fin.sum_univ_three,
        h0, h1, hc]
  · -- otherwise turn about the bisector of n and the z axis
    have hd : n 2 + 1 ≠ 0 := fun h' => hc (by linarith)
    have hpp : ![n 0, n 1, n 2 + 1] ⬝ᵥ ![n 0, n 1, n 2 + 1] = 2 * (n 2 + 1) := by
      simp [dotProduct, Fin.sum_univ_three]
      linear_combination h
    refine ⟨halfTurn ![n 0, n 1, n 2 + 1], halfTurn_isRotation _ ?_, ?_⟩
    · intro h'
      have := congrFun h' 2
      exact hd (by simpa using this)
    · have hk : 2 / (2 * (n 2 + 1)) * (n 2 + 1) = 1 := by field_simp
      rw [halfTurn, hpp]
      generalize 2 / (2 * (n 2 + 1)) = k at hk ⊢
      ext i
      fin_cases i <;> simp [mulVec, dotProduct, Fin.sum_univ_three]
      · linear_combination n 0 * hk
      · linear_combination n 1 * hk
      · linear_combination (n 2 + 1) * hk
```

## A rotation that fixes the z axis

Suppose T e_z = e_z. The last column of T is then (0, 0, 1), and its orthogonality to the other columns gives T₂₀ = T₂₁ = 0. The remaining conditions are

T₀₀² + T₁₀² = 1,

T₀₀T₀₁ + T₁₀T₁₁ = 0,

T₀₀T₁₁ − T₀₁T₁₀ = 1.

Multiplying T₁₁ and T₀₁ by the first of these and using the other two gives

T₁₁ = T₀₀(T₀₀T₁₁) + T₁₀(T₁₀T₁₁) = T₀₀(1 + T₀₁T₁₀) − T₁₀T₀₀T₀₁ = T₀₀,

T₀₁ = T₀₀(T₀₀T₀₁) + T₁₀(T₁₀T₀₁) = −T₀₀T₁₀T₁₁ + T₁₀(T₀₀T₁₁ − 1) = −T₁₀.

Set θ = arccos T₀₀, which lies in [0, π]. Then sin θ = √(1 − T₀₀²) = |T₁₀|. If T₁₀ ≥ 0, T is R_z(θ); if T₁₀ ≤ 0, it is R_z(−θ). The two `linear_combination` steps for `h11` and `h01` are the eliminations above.

```lean
/-- A rotation that leaves the z axis fixed is a turn about z, in one sense or the
other, by an angle between `0` and `π`. -/
theorem eq_rotZ_of_fixes_z {T : Matrix (Fin 3) (Fin 3) ℝ} (hT : IsRotation T)
    (h : T *ᵥ ![0, 0, 1] = ![0, 0, 1]) :
    ∃ θ ∈ Set.Icc 0 Real.pi, T = rotZ θ ∨ T = rotZ (-θ) := by
  have h02 : T 0 2 = 0 := by
    simpa [mulVec, dotProduct, Fin.sum_univ_three] using congrFun h 0
  have h12 : T 1 2 = 0 := by
    simpa [mulVec, dotProduct, Fin.sum_univ_three] using congrFun h 1
  have h22 : T 2 2 = 1 := by
    simpa [mulVec, dotProduct, Fin.sum_univ_three] using congrFun h 2
  have e : ∀ i j, T 0 i * T 0 j + T 1 i * T 1 j + T 2 i * T 2 j
      = (1 : Matrix (Fin 3) (Fin 3) ℝ) i j := by
    intro i j
    rw [← hT.1]
    simp [Matrix.mul_apply, Fin.sum_univ_three]
  have h20 : T 2 0 = 0 := by simpa [h02, h12, h22] using e 0 2
  have h21 : T 2 1 = 0 := by simpa [h02, h12, h22] using e 1 2
  have a : T 0 0 * T 0 0 + T 1 0 * T 1 0 = 1 := by simpa [h20] using e 0 0
  have b : T 0 0 * T 0 1 + T 1 0 * T 1 1 = 0 := by simpa [h20] using e 0 1
  have d : T 0 0 * T 1 1 - T 0 1 * T 1 0 = 1 := by
    have := hT.2
    rw [det_fin_three, h02, h12, h22, h20, h21] at this
    linear_combination this
  -- the remaining 2 × 2 block is a planar rotation
  have h11 : T 1 1 = T 0 0 := by
    linear_combination T 0 0 * d + T 1 0 * b - T 1 1 * a
  have h01 : T 0 1 = -T 1 0 := by
    linear_combination T 0 0 * b - T 1 0 * d - T 0 1 * a
  obtain ⟨θ, hθ, hc, hs⟩ : ∃ θ ∈ Set.Icc 0 Real.pi,
      Real.cos θ = T 0 0 ∧ Real.sin θ = |T 1 0| := by
    refine ⟨Real.arccos (T 0 0), ⟨Real.arccos_nonneg _, Real.arccos_le_pi _⟩,
      Real.cos_arccos ?_ ?_, ?_⟩
    · nlinarith [mul_self_nonneg (T 1 0)]
    · nlinarith [mul_self_nonneg (T 1 0)]
    · rw [Real.sin_arccos, ← Real.sqrt_sq_eq_abs]
      congr 1
      linear_combination (-1) * a
  refine ⟨θ, hθ, ?_⟩
  rcases le_total 0 (T 1 0) with hp | hp
  · left
    rw [abs_of_nonneg hp] at hs
    ext i j
    fin_cases i <;> fin_cases j <;>
      simp [rotZ, hc, hs, h02, h12, h22, h20, h21, h11, h01]
  · right
    rw [abs_of_nonpos hp] at hs
    ext i j
    fin_cases i <;> fin_cases j <;>
      simp [rotZ, hc, hs, h02, h12, h22, h20, h21, h11, h01]
```

The exchange of the two senses by D is checked entry by entry, with D written as `halfTurn ![1, 0, 0]`.

```lean
/-- A half turn about the x axis reverses the sense of a rotation about z. -/
theorem rotZ_neg (θ : ℝ) :
    rotZ (-θ) = halfTurn ![1, 0, 0] * rotZ θ * (halfTurn ![1, 0, 0])ᵀ := by
  have hD : halfTurn ![1, 0, 0] = !![1, 0, 0; 0, -1, 0; 0, 0, -1] := by
    ext i j
    fin_cases i <;> fin_cases j <;>
      simp [halfTurn, dotProduct, Fin.sum_univ_three]
    norm_num
  rw [hD]
  ext i j
  fin_cases i <;> fin_cases j <;>
    simp [rotZ, Matrix.mul_apply, Fin.sum_univ_three]
```

## The trace fixes the angle

The trace is unchanged by a cyclic permutation of factors, so

tr(Q R_z(θ) Qᵀ) = tr(QᵀQ R_z(θ)) = tr R_z(θ) = 1 + 2 cos θ.

```lean
/-- A rotation by `θ` about z, viewed in any rotated frame, has trace `1 + 2 cos θ`. -/
theorem trace_conj_rotZ {Q : Matrix (Fin 3) (Fin 3) ℝ} (hQ : IsRotation Q) (θ : ℝ) :
    (Q * rotZ θ * Qᵀ).trace = 1 + 2 * Real.cos θ := by
  rw [trace_mul_comm, ← Matrix.mul_assoc, hQ.1, Matrix.one_mul]
  simp [rotZ, trace_fin_three]
  ring
```

Every rotation R of space has an axis. Since RRᵀ = 1,

R − 1 = R − RRᵀ = −R(R − 1)ᵀ.

Taking determinants in three dimensions gives

det(R − 1) = (−1)³ det R det(R − 1) = −det(R − 1),

hence det(R − 1) = 0. Some v ≠ 0 satisfies Rv = v, and n = v/|v| is a fixed unit vector.

Choose a rotation Q with Q e_z = n. Then T = QᵀRQ fixes e_z, because QᵀRQ e_z = QᵀRn = Qᵀn = e_z. So T is R_z(θ) or R_z(−θ) with θ in [0, π], and R = QTQᵀ. In the second case

R = Q D R_z(θ) Dᵀ Qᵀ = (QD) R_z(θ) (QD)ᵀ.

Either way R is a turn by θ in a rotated frame. If φ in [0, π] also serves, the traces give cos θ = cos φ, and cosine is injective on that interval, so θ = φ.

The sign of the axis needs care here. Both n and −n are fixed by R, while the trace gives only cos θ. Combining θ = arccos((tr R − 1)/2) with an arbitrarily chosen n may therefore produce Rᵀ instead of R. The factor D in the second case makes the correction.

In the theorem, `∃!` applies to the angle alone. The frame is not unique, since it can first be turned about z without changing the result.

```lean
/-- Every rotation is, in a suitable rotated frame, a turn about the z axis by an angle
between `0` and `π`, and this angle is unique. -/
theorem existsUnique_angle {R : Matrix (Fin 3) (Fin 3) ℝ} (hR : IsRotation R) :
    ∃! θ, θ ∈ Set.Icc 0 Real.pi ∧ ∃ Q, IsRotation Q ∧ R = Q * rotZ θ * Qᵀ := by
  have hRR : R * Rᵀ = 1 := mul_eq_one_comm.mp hR.1
  -- a fixed unit vector
  obtain ⟨n, hn, hRn⟩ : ∃ n : Fin 3 → ℝ, n ⬝ᵥ n = 1 ∧ R *ᵥ n = n := by
    have e : R - 1 = -(R * (R - 1)ᵀ) := by
      rw [transpose_sub, transpose_one, Matrix.mul_sub, hRR, Matrix.mul_one]
      abel
    have hdet : (R - 1).det = 0 := by
      have d := congrArg Matrix.det e
      rw [det_neg, det_mul, det_transpose, hR.2, Fintype.card_fin] at d
      linarith
    obtain ⟨v, hv, hRv⟩ := exists_mulVec_eq_zero_iff.mpr hdet
    rw [sub_mulVec, one_mulVec] at hRv
    have hnn : 0 ≤ v ⬝ᵥ v := by
      unfold dotProduct
      exact Finset.sum_nonneg fun i _ => mul_self_nonneg (v i)
    have hpos : 0 < v ⬝ᵥ v :=
      lt_of_le_of_ne hnn fun h => hv (dotProduct_self_eq_zero.mp h.symm)
    obtain ⟨r, hr0, hr⟩ : ∃ r : ℝ, r ≠ 0 ∧ r * r = v ⬝ᵥ v :=
      ⟨√(v ⬝ᵥ v), (Real.sqrt_pos.mpr hpos).ne', Real.mul_self_sqrt hnn⟩
    refine ⟨r⁻¹ • v, ?_, by rw [mulVec_smul, sub_eq_zero.mp hRv]⟩
    rw [smul_dotProduct, dotProduct_smul, smul_eq_mul, smul_eq_mul, ← hr]
    field_simp
  -- in a frame whose z axis is n, the rotation is a turn about z
  obtain ⟨Q, hQ, hQn⟩ := exists_rotation_to_direction n hn
  have hfix : (Qᵀ * R * Q) *ᵥ ![0, 0, 1] = ![0, 0, 1] := by
    rw [← mulVec_mulVec, ← mulVec_mulVec, hQn, hRn, ← hQn, mulVec_mulVec, hQ.1,
      one_mulVec]
  have back : R = Q * (Qᵀ * R * Q) * Qᵀ := by
    have hQQ : Q * Qᵀ = 1 := mul_eq_one_comm.mp hQ.1
    calc R = (Q * Qᵀ) * R * (Q * Qᵀ) := by rw [hQQ, Matrix.one_mul, Matrix.mul_one]
      _ = Q * (Qᵀ * R * Q) * Qᵀ := by simp only [Matrix.mul_assoc]
  obtain ⟨θ, hθ, hT⟩ := eq_rotZ_of_fixes_z ((hQ.transpose.mul hR).mul hQ) hfix
  have hex : ∃ P, IsRotation P ∧ R = P * rotZ θ * Pᵀ := by
    rcases hT with hT | hT
    · exact ⟨Q, hQ, by rw [hT] at back; exact back⟩
    · have hx : (![1, 0, 0] : Fin 3 → ℝ) ≠ 0 := by
        intro h'
        have := congrFun h' 0
        simp at this
      refine ⟨Q * halfTurn ![1, 0, 0], hQ.mul (halfTurn_isRotation _ hx), ?_⟩
      rw [hT, rotZ_neg] at back
      rw [back]
      simp only [Matrix.transpose_mul, Matrix.mul_assoc]
  refine ⟨θ, ⟨hθ, hex⟩, ?_⟩
  -- the trace determines the angle
  rintro φ ⟨hφ, P', hP', h'⟩
  obtain ⟨P, hP, h⟩ := hex
  have t := trace_conj_rotZ hP θ
  have t' := trace_conj_rotZ hP' φ
  rw [← h] at t
  rw [← h'] at t'
  exact Real.injOn_cos hφ hθ (by linarith)
```

## Equal traces and a common frame

Let R and S have equal trace. By the same cosine argument they share one angle θ, so with Z = R_z(θ) there are rotations P and Q such that

R = P Z Pᵀ, S = Q Z Qᵀ.

Solving the first for Z = PᵀRP and inserting it in the second,

S = QPᵀ R PQᵀ = (QPᵀ) R (QPᵀ)ᵀ.

The conjugating rotation undoes the frame of R and then applies that of S. Conversely, if S = QRQᵀ, cyclicity gives tr S = tr R.

The theorem says this for any two real 3×3 matrices satisfying `IsRotation`: their traces agree if and only if some Q, itself satisfying `IsRotation`, gives S = QRQᵀ. Rotations with the same angle in [0, π] thus form one conjugacy class, whatever their axes.

```lean
/-- Two rotations of space have equal trace if and only if a rotation of the frame
turns one into the other. -/
theorem trace_eq_iff_conjugate {R S : Matrix (Fin 3) (Fin 3) ℝ}
    (hR : IsRotation R) (hS : IsRotation S) :
    R.trace = S.trace ↔ ∃ Q, IsRotation Q ∧ S = Q * R * Qᵀ := by
  constructor
  · intro ht
    obtain ⟨θ, hθ, P, hP, h⟩ := (existsUnique_angle hR).exists
    obtain ⟨φ, hφ, Q, hQ, h'⟩ := (existsUnique_angle hS).exists
    have hang : θ = φ := by
      have t := trace_conj_rotZ hP θ
      have t' := trace_conj_rotZ hQ φ
      rw [← h] at t
      rw [← h'] at t'
      exact Real.injOn_cos hθ hφ (by linarith)
    -- undo the frame of R, then apply the frame of S
    refine ⟨Q * Pᵀ, hQ.mul hP.transpose, ?_⟩
    rw [h, h', ← hang, transpose_mul, transpose_transpose]
    calc Q * rotZ θ * Qᵀ = Q * (Pᵀ * P) * rotZ θ * (Pᵀ * P) * Qᵀ := by
          rw [hP.1, Matrix.mul_one, Matrix.mul_one]
      _ = Q * Pᵀ * (P * rotZ θ * Pᵀ) * (P * Qᵀ) := by simp only [Matrix.mul_assoc]
  · rintro ⟨Q, hQ, h⟩
    rw [h, trace_mul_comm, ← Matrix.mul_assoc, hQ.1, Matrix.one_mul]
```

For a numerical instance, take the quarter turns about z and about x, with rows

R = (0, −1, 0; 1, 0, 0; 0, 0, 1),

S = (1, 0, 0; 0, 0, −1; 0, 1, 0).

Both traces are 1, so cos θ = 0 and θ = π/2. The half turn about p = (1, 0, 1) has k = 1 and

Q = (0, 0, 1; 0, −1, 0; 1, 0, 0),

which exchanges the x and z axes and reverses y. Following the y axis through QRQᵀ gives y → −y → x → z, and the z axis goes z → x → y → −y. The x axis stays fixed, so QRQᵀ = S.

In the quantum mechanics of angular momentum, 1 + 2 cos θ is the character of the l = 1 representation, and the theorem concerns classes in the full group of proper rotations. A molecular point group may lack the required Q: in the group C₃, the turns by 120° and 240° have equal trace but belong to different classes.

## Opposite quarter turns in the plane

With J = (0, −1; 1, 0), the opposite quarter turn is −J, and both have trace 0. For any real 2×2 matrix Q, the entry in row 0 and column 1 of QJQᵀ is

Q₀₁Q₁₀ − Q₀₀Q₁₁ = −det Q.

For a rotation this is −1, whereas −J has +1 in that position. No planar rotation therefore conjugates J into −J. The condition det Q = 1 is essential to this counterexample, since the reflection diag(1, −1) does carry one into the other.

```lean
/-- In the plane the criterion fails: the two quarter turns of opposite sense are
rotations of equal trace, yet no planar rotation conjugates one into the other. -/
theorem planar_quarter_turns_not_conjugate :
    IsRotation !![0, -1; 1, 0] ∧ IsRotation !![0, 1; -1, 0] ∧
    (!![0, -1; 1, 0] : Matrix (Fin 2) (Fin 2) ℝ).trace
      = (!![0, 1; -1, 0] : Matrix (Fin 2) (Fin 2) ℝ).trace ∧
    ¬ ∃ Q : Matrix (Fin 2) (Fin 2) ℝ,
      IsRotation Q ∧ !![0, 1; -1, 0] = Q * !![0, -1; 1, 0] * Qᵀ := by
  refine ⟨⟨?_, by simp [det_fin_two]⟩, ⟨?_, by simp [det_fin_two]⟩,
    by simp [trace_fin_two], ?_⟩
  · ext i j
    fin_cases i <;> fin_cases j <;> simp [Matrix.mul_apply, Fin.sum_univ_two]
  · ext i j
    fin_cases i <;> fin_cases j <;> simp [Matrix.mul_apply, Fin.sum_univ_two]
  · rintro ⟨Q, hQ, h⟩
    have d := hQ.2
    rw [det_fin_two] at d
    have e := congrFun (congrFun h 0) 1
    simp [Matrix.mul_apply, Fin.sum_univ_two] at e
    linarith

end

end RotationConjugacy
```

```lean
#print axioms RotationConjugacy.trace_eq_iff_conjugate
-- 'RotationConjugacy.trace_eq_iff_conjugate' depends on axioms: [propext, Classical.choice, Quot.sound]
#print axioms RotationConjugacy.planar_quarter_turns_not_conjugate
-- 'RotationConjugacy.planar_quarter_turns_not_conjugate' depends on axioms: [propext, Classical.choice, Quot.sound]
```
